# A lower bound on the largest pair-correlation deviation in a periodic binary cell

## Sites, spins and shifts

A periodic supercell of a Bravais lattice has finitely many sites, and translations compose modulo the supercell. Its sites therefore form a finite abelian group G, written additively, with N elements. An element of G serves both as a site x and as a shift r, and x + r is the site reached from x, wrapped around the cell boundary where necessary.

In Lean, G is any type with the structure `AddCommGroup G` and `Fintype G`, and N is `Fintype.card G`. The dimension and shape of the cell enter only through the addition law of G, and no metric is used.

```lean
import Mathlib

open Finset

namespace QuasirandomDeviation

noncomputable section

variable {G : Type*} [AddCommGroup G] [Fintype G] [DecidableEq G]
```

A binary decoration is given by the set S of solute sites; every other site is a host site. The spin is

σ(x) = +1 if x ∈ S, and σ(x) = −1 otherwise.

```lean
/-- The spin of a site: `+1` on the solute set `S` and `-1` on the host sites. -/
def spin (S : Finset G) (x : G) : ℝ := if x ∈ S then 1 else -1
```

The mean spin, which fixes the composition, is

m = (1/N) Σₓ σ(x).

```lean
/-- The mean spin of the decorated cell. -/
def meanSpin (S : Finset G) : ℝ := (∑ x, spin S x) / (Fintype.card G : ℝ)
```

The pair correlation at shift r is averaged over all translations of the cell:

Π(r) = (1/N) Σₓ σ(x) σ(x + r).

Each shift is treated separately, with no averaging over the point group.

```lean
/-- The translation-averaged pair correlation at shift `r`. -/
def pairCorr (S : Finset G) (r : G) : ℝ :=
  (∑ x, spin S x * spin S (x + r)) / (Fintype.card G : ℝ)
```

Let D(r) be the number of sites x in S for which x + r is also in S. This counts the ordered pairs of solute sites whose difference is r. In particular D(0) = k, where k is the number of solute sites, `S.card`.

```lean
/-- The number of solute sites that have another solute site at shift `r`
(the site itself when `r = 0`). -/
def diffCount (S : Finset G) (r : G) : ℕ := (S.filter (fun x => x + r ∈ S)).card
```

In a random alloy whose sites are occupied independently with mean spin m, the expected product of spins on two different sites is m². The distance of the cell from this ideal is measured by its worst shift:

Δ = max over r ≠ 0 of |Π(r) − m²|.

The shift r = 0 is left out because Π(0) = 1 for every decoration. In the periodically repeated crystal this shift also stands for every supercell translation, so Δ doesn't count the perfect correlation between a site and its own periodic images. Lean writes Δ as a supremum over the subtype of nonzero shifts. When the cell has at least two sites, this is a supremum over a finite nonempty set, and hence a maximum.

```lean
/-- The largest deviation of the pair correlation from the random-alloy value,
taken over all nonzero shifts. -/
def maxDeviation (S : Finset G) : ℝ :=
  ⨆ r : {r : G // r ≠ 0}, |pairCorr S r.1 - meanSpin S ^ 2|
```

## Correlations as counts of solute pairs

Let n(x) be the occupation, 1 on S and 0 elsewhere. Then σ(x) = 2n(x) − 1, and Σₓ n(x) = k gives

m = (2k − N)/N = 2k/N − 1.

The proof checks the relation between spin and occupation in the two cases produced by `split_ifs`, then sums it.

```lean
/-- The mean spin is twice the solute concentration minus one. -/
theorem meanSpin_eq (S : Finset G) :
    meanSpin S = 2 * ((S.card : ℝ) / (Fintype.card G : ℝ)) - 1 := by
  have : Nonempty G := ⟨0⟩
  have hN : (Fintype.card G : ℝ) ≠ 0 := Nat.cast_ne_zero.mpr Fintype.card_ne_zero
  have hs : ∀ x, spin S x = 2 * (if x ∈ S then (1 : ℝ) else 0) - 1 := by
    intro x
    unfold spin
    split_ifs <;> norm_num
  have h1 : ∑ x, (if x ∈ S then (1 : ℝ) else 0) = S.card := by simp
  have h4 : ∑ x, spin S x = 2 * (S.card : ℝ) - Fintype.card G := by
    simp only [hs, sum_sub_distrib, ← mul_sum, h1, sum_const, card_univ,
      nsmul_eq_mul, mul_one]
  rw [meanSpin, h4, sub_div, div_self hN, mul_div_assoc]
```

The same substitution in the product of two spins gives

σ(x) σ(x + r) = 4 n(x) n(x + r) − 2n(x) − 2n(x + r) + 1.

Summed over x, the first product counts D(r). Each linear term contributes −2k, because translation by r only permutes the sites. Hence

Π(r) = (4D(r) − 4k + N)/N.

Since m² = 4k²/N² − 4k/N + 1, subtraction leaves

Π(r) − m² = (4/N) (D(r) − k²/N).

The deviation at r thus depends on the decoration only through k and one integer, D(r). In the proof, `h2` is the permutation argument, `h3` identifies the product sum with the count, and `h5` assembles the summed expansion.

```lean
/-- The deviation from the random value at shift `r` is fixed by the number of
solute pairs at that shift, measured from the square of the solute number over `N`. -/
theorem pairCorr_sub_sq (S : Finset G) (r : G) :
    pairCorr S r - meanSpin S ^ 2 = 4 / (Fintype.card G : ℝ) *
      ((diffCount S r : ℝ) - (S.card : ℝ) ^ 2 / (Fintype.card G : ℝ)) := by
  have : Nonempty G := ⟨0⟩
  have hN : (Fintype.card G : ℝ) ≠ 0 := Nat.cast_ne_zero.mpr Fintype.card_ne_zero
  have h1 : ∑ x, (if x ∈ S then (1 : ℝ) else 0) = S.card := by simp
  have h2 : ∑ x, (if x + r ∈ S then (1 : ℝ) else 0) = S.card := by
    rw [← h1]
    exact Equiv.sum_comp (Equiv.addRight r) (fun x => if x ∈ S then (1 : ℝ) else 0)
  have h3 : ∑ x, (if x ∈ S then (1 : ℝ) else 0) * (if x + r ∈ S then (1 : ℝ) else 0)
      = diffCount S r := by
    simp only [ite_mul, one_mul, zero_mul, sum_ite_mem, univ_inter]
    simp [diffCount]
  -- expand the spin product in solute occupations
  have h5 : ∑ x, spin S x * spin S (x + r)
      = 4 * (diffCount S r : ℝ) - 2 * S.card - 2 * S.card + Fintype.card G := by
    have he : ∀ x, spin S x * spin S (x + r) =
        4 * ((if x ∈ S then (1 : ℝ) else 0) * (if x + r ∈ S then (1 : ℝ) else 0))
        - 2 * (if x ∈ S then (1 : ℝ) else 0)
        - 2 * (if x + r ∈ S then (1 : ℝ) else 0) + 1 := by
      intro x
      unfold spin
      split_ifs <;> norm_num
    simp only [he, sum_add_distrib, sum_sub_distrib, ← mul_sum, h1, h2, h3,
      sum_const, card_univ, nsmul_eq_mul, mul_one]
  rw [meanSpin_eq, pairCorr, h5]
  field_simp
  ring
```

There are k² ordered pairs of solute sites, counting a site paired with itself, and each pair has exactly one difference. Therefore Σᵣ D(r) = k² over all shifts. Removing D(0) = k gives

Σ_{r≠0} D(r) = k² − k.

Lean states this without subtraction, as the sum over nonzero shifts plus k being equal to k². It exchanges the sums over r and x, then observes that for fixed x the site x + r runs once through the whole cell.

```lean
/-- Solute pairs at nonzero shifts, together with the solute sites themselves,
exhaust all ordered pairs of solute sites. -/
theorem sum_diffCount (S : Finset G) :
    ∑ r ∈ univ.erase (0 : G), diffCount S r + S.card = S.card ^ 2 := by
  have h0 : diffCount S 0 = S.card := by simp [diffCount]
  have ht : ∑ r, diffCount S r = S.card ^ 2 := by
    simp only [diffCount, card_filter]
    rw [sum_comm]
    have hx : ∀ x ∈ S, ∑ r, (if x + r ∈ S then 1 else 0) = S.card := by
      intro x _
      have h := Equiv.sum_comp (Equiv.addLeft x) (fun y => if y ∈ S then 1 else 0)
      exact h.trans (by simp)
    rw [sum_congr rfl hx, sum_const, smul_eq_mul, sq]
  have h := sum_erase_add univ (diffCount S) (mem_univ (0 : G))
  rw [h0, ht] at h
  exact h
```

## The bound and its equality case

Summing the deviation formula over the N − 1 nonzero shifts gives

Σ_{r≠0} (Π(r) − m²) = (4/N) (k² − k − (N − 1)k²/N) = −4k(N − k)/N² = −(1 − m²).

Set

b = (1 − m²)/(N − 1).

The deviations then average to −b, and b ≥ 0 because 1 − m² = 4(k/N)(1 − k/N). Equivalently,

Σ_{r≠0} (Π(r) − m² + b) = 0.

If Δ were smaller than b, every term of this sum would be positive, which is impossible. So Δ ≥ b.

Suppose now that Δ = b. Every deviation is at least −b, so every term of the sum is nonnegative. A vanishing sum of nonnegative terms has only vanishing terms, so Π(r) − m² = −b for each r ≠ 0. By the deviation formula, D(r) is then the same for all nonzero r.

Conversely, if D(r) is constant over the nonzero shifts, so is the deviation. It must equal its average −b, and therefore Δ = b.

The theorem `maxDeviation_bound` states both results for every S: the inequality, and the equivalence between equality and the existence of a natural number `l` with `diffCount S r = l` for all r ≠ 0. The hypothesis `[Nontrivial G]` says that the cell has at least two sites. The decoration need not be mixed; in a pure cell m² = 1, and both sides of the inequality are zero.

In the proof, `hsum` is the vanishing sum and `hle` says that no single deviation exceeds the maximum in absolute value. The inequality uses `sum_pos`, and the forward half of the equivalence uses `sum_eq_zero_iff_of_nonneg`, comparing each shift with a fixed nonzero shift `r₀`. The converse passes through `hconst`, which says that all deviations agree.

```lean
/-- The largest deviation from the random pair correlation is at least
`(1 - m²) / (N - 1)`, with equality exactly when every nonzero shift occurs
equally often as a difference of two solute sites. -/
theorem maxDeviation_bound [Nontrivial G] (S : Finset G) :
    (1 - meanSpin S ^ 2) / ((Fintype.card G : ℝ) - 1) ≤ maxDeviation S ∧
    (maxDeviation S = (1 - meanSpin S ^ 2) / ((Fintype.card G : ℝ) - 1) ↔
      ∃ l : ℕ, ∀ r : G, r ≠ 0 → diffCount S r = l) := by
  have hN1 : 1 < (Fintype.card G : ℝ) := by
    exact_mod_cast Fintype.one_lt_card (α := G)
  have hN : (Fintype.card G : ℝ) ≠ 0 := by linarith
  have hM : (Fintype.card G : ℝ) - 1 ≠ 0 := by linarith
  obtain ⟨r₀, hr₀⟩ := exists_ne (0 : G)
  have : Nonempty {r : G // r ≠ 0} := ⟨⟨r₀, hr₀⟩⟩
  obtain ⟨b, hb⟩ : ∃ b, b = (1 - meanSpin S ^ 2) / ((Fintype.card G : ℝ) - 1) := ⟨_, rfl⟩
  rw [← hb]
  have hb' : ((Fintype.card G : ℝ) - 1) * b = 1 - meanSpin S ^ 2 := by
    rw [hb]
    field_simp
  have hb0 : 0 ≤ b := by
    have hk : (S.card : ℝ) ≤ Fintype.card G := by exact_mod_cast card_le_univ S
    have ht0 : 0 ≤ (S.card : ℝ) / (Fintype.card G : ℝ) := by positivity
    have ht1 : (S.card : ℝ) / (Fintype.card G : ℝ) ≤ 1 :=
      (div_le_one (by linarith)).2 hk
    rw [hb, meanSpin_eq]
    apply div_nonneg _ (by linarith)
    nlinarith [mul_nonneg ht0 (sub_nonneg.2 ht1)]
  have hcard : ((univ.erase (0 : G)).card : ℝ) = (Fintype.card G : ℝ) - 1 := by
    rw [card_erase_of_mem (mem_univ _), card_univ,
      Nat.cast_sub (Fintype.one_lt_card (α := G)).le, Nat.cast_one]
  -- the deviations average to `-b`
  have hsum : ∑ r ∈ univ.erase (0 : G), (pairCorr S r - meanSpin S ^ 2 + b) = 0 := by
    have hc : ∑ r ∈ univ.erase (0 : G), (diffCount S r : ℝ)
        = (S.card : ℝ) ^ 2 - S.card := by
      have h : ((∑ r ∈ univ.erase (0 : G), diffCount S r : ℕ) : ℝ) + S.card
          = (S.card : ℝ) ^ 2 := by exact_mod_cast sum_diffCount S
      rw [Nat.cast_sum] at h
      linarith
    simp only [pairCorr_sub_sq, sum_add_distrib, ← mul_sum, sum_sub_distrib, hc,
      sum_const, nsmul_eq_mul, hcard]
    rw [hb', meanSpin_eq]
    field_simp
    ring
  have hle : ∀ r : G, r ≠ 0 → |pairCorr S r - meanSpin S ^ 2| ≤ maxDeviation S :=
    fun r hr => le_ciSup
      (f := fun r : {r : G // r ≠ 0} => |pairCorr S r.1 - meanSpin S ^ 2|)
      (Set.finite_range _).bddAbove ⟨r, hr⟩
  refine ⟨?_, ?_, ?_⟩
  · by_contra h
    have hlt := lt_of_not_ge h
    have hp : 0 < ∑ r ∈ univ.erase (0 : G), (pairCorr S r - meanSpin S ^ 2 + b) :=
      sum_pos (fun r hr => by
        linarith [(abs_le.1 (hle r (ne_of_mem_erase hr))).1])
        ⟨r₀, mem_erase.2 ⟨hr₀, mem_univ _⟩⟩
    linarith
  · -- nonnegative terms with zero sum all vanish
    intro hD
    have hz := (sum_eq_zero_iff_of_nonneg (fun r hr => by
      linarith [(abs_le.1 (hle r (ne_of_mem_erase hr))).1])).1 hsum
    refine ⟨diffCount S r₀, fun r hr => ?_⟩
    have e1 := hz r (mem_erase.2 ⟨hr, mem_univ _⟩)
    have e2 := hz r₀ (mem_erase.2 ⟨hr₀, mem_univ _⟩)
    rw [pairCorr_sub_sq] at e1 e2
    have e3 := mul_left_cancel₀ (div_ne_zero four_ne_zero hN)
      (add_right_cancel (e1.trans e2.symm))
    have e4 : (diffCount S r : ℝ) = diffCount S r₀ := by linarith
    exact_mod_cast e4
  · -- equal counts make all deviations equal to their average
    rintro ⟨l, hl⟩
    have hconst : ∀ r : G, r ≠ 0 →
        pairCorr S r - meanSpin S ^ 2 = pairCorr S r₀ - meanSpin S ^ 2 := by
      intro r hr
      rw [pairCorr_sub_sq, pairCorr_sub_sq, hl r hr, hl r₀ hr₀]
    rw [sum_congr rfl (fun r hr => by rw [hconst r (ne_of_mem_erase hr)]),
      sum_const, nsmul_eq_mul, hcard] at hsum
    have hd := (mul_eq_zero.1 hsum).resolve_left hM
    have habs : ∀ r : {r : G // r ≠ 0}, |pairCorr S r.1 - meanSpin S ^ 2| = b := by
      intro r
      rw [hconst r.1 r.2, eq_neg_of_add_eq_zero_left hd, abs_neg, abs_of_nonneg hb0]
    simp only [maxDeviation, habs, ciSup_const]
```

For special quasirandom structures, this limits how closely a finite binary cell on a single Bravais lattice can reproduce random pair correlations when all nonzero shifts are required at once. It doesn't prevent an exact match at selected shifts: on a ring of four sites with solutes at 0 and 1, the nearest-neighbour correlation is 0 = m², while the deviation at shift 2 has magnitude 1. Many-body correlations, several sublattices and more than two species are not treated.

## Which compositions can attain the bound

If the bound is attained, all N − 1 nonzero shifts have the same count l. The pair count becomes

(N − 1) l = k(k − 1),

so N − 1 must divide k(k − 1). This condition is necessary; the theorem doesn't say that a suitable decoration exists whenever it holds. The divisibility is stated over the integers, so that k − 1 keeps its ordinary meaning when k = 0.

```lean
/-- If a cell of `N` sites with `k` solutes attains the bound, then `N - 1`
divides `k (k - 1)`. -/
theorem dvd_of_attained [Nontrivial G] (S : Finset G)
    (h : maxDeviation S = (1 - meanSpin S ^ 2) / ((Fintype.card G : ℝ) - 1)) :
    (Fintype.card G : ℤ) - 1 ∣ (S.card : ℤ) * ((S.card : ℤ) - 1) := by
  obtain ⟨l, hl⟩ := (maxDeviation_bound S).2.1 h
  have hs := sum_diffCount S
  rw [sum_congr rfl (fun r hr => hl r (ne_of_mem_erase hr)), sum_const,
    card_erase_of_mem (mem_univ _), card_univ, smul_eq_mul] at hs
  have h1 : 1 ≤ Fintype.card G := (Fintype.one_lt_card (α := G)).le
  zify [h1] at hs
  exact ⟨l, by linear_combination -hs⟩
```

An equiatomic cell has m = 0, hence N = 2k, and the bound is 1/(N − 1). Attaining it would require 2k − 1 to divide k(k − 1), say k(k − 1) = (2k − 1)c. But

(2k − 1)² − 4k(k − 1) = 1,

so 2k − 1 would also divide 1, forcing N = 2. For N > 2 the inequality is therefore strict. Lean exhibits the cofactor N − 1 − 4c explicitly and obtains a contradiction from `Int.le_of_dvd`.

```lean
/-- In an equiatomic cell with more than two sites the largest deviation
strictly exceeds `1 / (N - 1)`. -/
theorem equiatomic_strict (S : Finset G) (h0 : meanSpin S = 0)
    (hN : 2 < Fintype.card G) :
    1 / ((Fintype.card G : ℝ) - 1) < maxDeviation S := by
  have : Nontrivial G := Fintype.one_lt_card_iff_nontrivial.1 (by omega)
  have hb := (maxDeviation_bound S).1
  have hd := dvd_of_attained S
  have hm : (1 : ℝ) - meanSpin S ^ 2 = 1 := by rw [h0]; norm_num
  rw [hm] at hb hd
  refine lt_of_le_of_ne hb (fun he => ?_)
  obtain ⟨c, hc⟩ := hd he.symm
  have hR : (Fintype.card G : ℝ) ≠ 0 := by
    exact_mod_cast (show Fintype.card G ≠ 0 by omega)
  have hk : 2 * (S.card : ℝ) = Fintype.card G := by
    rw [meanSpin_eq] at h0
    field_simp at h0
    linarith
  have hkZ : 2 * (S.card : ℤ) = Fintype.card G := by exact_mod_cast hk
  -- `N - 1` would have to divide one
  have hone : (Fintype.card G : ℤ) - 1 ∣ 1 := by
    refine ⟨(Fintype.card G : ℤ) - 1 - 4 * c, ?_⟩
    rw [← hkZ] at hc ⊢
    linear_combination (-4) * hc
  have := Int.le_of_dvd one_pos hone
  omega
```

The smallest equiatomic cell shows why N = 2 is excluded here. With one solute and one host site, the only nonzero shift exchanges the two, so Π = −1 and m = 0. The largest deviation is 1, which equals 1/(N − 1).

## A seven-site ring that attains the bound

Take the integers modulo 7, with solutes at 1, 2 and 4. The six ordered differences of distinct solute sites are

2 − 1 = 1, 4 − 2 = 2, 4 − 1 = 3, 1 − 4 = 4, 2 − 4 = 5, 1 − 2 = 6 (mod 7).

Every nonzero shift occurs exactly once, so the equality case applies. Here k = 3, m = 6/7 − 1 = −1/7, and

Δ = (1 − 1/49)/6 = 8/49.

In Lean, `decide` checks the six counts by finite evaluation. The equality case of `maxDeviation_bound` then supplies the value of the maximum, leaving only arithmetic.

```lean
/-- On the periodic ring of seven sites with solutes at 1, 2 and 4, the largest
deviation from the random pair correlation is `8/49`. -/
theorem seven_site_ring :
    maxDeviation ({1, 2, 4} : Finset (ZMod 7)) = 8 / 49 := by
  have : Fact (1 < 7) := ⟨by norm_num⟩
  have hl : ∀ r : ZMod 7, r ≠ 0 → diffCount ({1, 2, 4} : Finset (ZMod 7)) r = 1 := by
    unfold diffCount
    decide
  have hc : ({1, 2, 4} : Finset (ZMod 7)).card = 3 := by decide
  rw [(maxDeviation_bound _).2.2 ⟨1, hl⟩, meanSpin_eq, hc, ZMod.card]
  norm_num

end

end QuasirandomDeviation
```

```lean
#print axioms QuasirandomDeviation.maxDeviation_bound
#print axioms QuasirandomDeviation.equiatomic_strict
#print axioms QuasirandomDeviation.seven_site_ring
```

```
'QuasirandomDeviation.maxDeviation_bound' depends on axioms: [propext, Classical.choice, Quot.sound]
'QuasirandomDeviation.equiatomic_strict' depends on axioms: [propext, Classical.choice, Quot.sound]
'QuasirandomDeviation.seven_site_ring' depends on axioms: [propext, Classical.choice, Quot.sound]
```
